# Substituting a polynomial for the counting variable in the total Chern form

The total Chern form of a curvature matrix F is det(1 + tF), a polynomial in a counting variable t, with the conventional factor i/2π absorbed in F. The declaration `totalChern_comp` says that replacing t by any polynomial q gives det(1 + qF). Here F is any finite square matrix with entries in a commutative ring; nothing else about a curvature is assumed. The proof uses the fact that substitution is a ring homomorphism, so it can be carried inside the determinant, and then checks entry by entry that it turns the matrix 1 + tF into 1 + qF.

Lean 4 with Mathlib refuses this proof:

```lean
import Mathlib

open scoped Polynomial
open Polynomial (X C)

namespace SecondChernForm

noncomputable section

variable {R n m : Type*} [CommRing R] [Fintype n] [DecidableEq n] [Fintype m] [DecidableEq m]

/-- The total Chern form `det (1 + t F)` of a curvature matrix `F`, as a polynomial in the
counting variable `t`. The conventional factor `i/2π` is absorbed in `F`. -/
def totalChern (F : Matrix n n R) : R[X] :=
  Matrix.det (1 + (X : R[X]) • F.map C)

/-- Replacing the counting variable `t` by a polynomial `q` turns the total Chern form into
`det (1 + q F)`. -/
theorem totalChern_comp (F : Matrix n n R) (q : R[X]) :
    (totalChern F).comp q = Matrix.det (1 + q • F.map C) := by
  have h := RingHom.map_det (Polynomial.compRingHom q) (1 + (X : R[X]) • F.map C)
  have e : (Polynomial.compRingHom q).mapMatrix (1 + (X : R[X]) • F.map C)
      = 1 + q • F.map C := by
    rw [map_add, map_one]
    congr 1
    refine Matrix.ext fun i j => ?_
    simp
  rw [e] at h
  exact h

end

end SecondChernForm
```

Lean reports:

```
Main.lean:23:27: error: unsolved goals
case e_a
R : Type u_1
n : Type u_2
inst✝² : CommRing R
inst✝¹ : Fintype n
inst✝ : DecidableEq n
F : Matrix n n R
q : R[X]
h : q.compRingHom (1 + X • F.map ⇑C).det = (q.compRingHom.mapMatrix (1 + X • F.map ⇑C)).det
i j : n
⊢ C (F i j) * q = q * C (F i j)
```

Cause. The error, "unsolved goals", is reported at the `by` that opens the proof of `e`, the identity between the two matrices. There `simp` carries out the substitution in each entry but does not finish. What remains is `C (F i j) * q = q * C (F i j)`, where `C (F i j)` is the matrix entry regarded as a constant polynomial.

The two sides differ only in the order of the factors. On the left the entry began as `X` times a constant. Mathlib's simp lemma `Polynomial.X_mul_C` puts the constant before `X`, and substitution then leaves it before `q`. On the right the scalar multiplication by `q` unfolds with `q` first, and that lemma does not apply to a general polynomial `q`. So `simp` stops at two products that are equal but not written alike.

The added `ring` closes the goal. Since `R` is commutative, so is `R[X]`, and `ring` proves that the two products are equal.

Lean accepts the file once it reads:

```diff
@@ -26,4 +26,5 @@
     refine Matrix.ext fun i j => ?_
     simp
+    ring
   rw [e] at h
   exact h
```
